# Wigner's formula: the energy of order n + m + 1 from state corrections up to orders n and m

Let $H_0$ and $V$ be Hermitian, and let the states $\psi_k$ and real energies $E_k$ solve the Rayleigh–Schrödinger equations for $H_0+\lambda V$ at every order in $\lambda$, with $\psi_0$ a unit vector orthogonal to every $\psi_k$ with $k\ge 1$. Then, for all natural numbers $n$ and $m$,
$$E_{n+m+1}=\langle\psi_n,V\psi_m\rangle-\sum_{i=1}^{n}\sum_{j=1}^{m}E_{n+m+1-i-j}\,\langle\psi_i,\psi_j\rangle .$$

```lean
import Mathlib

open scoped InnerProductSpace

namespace WignerGeneralFormula

noncomputable section

variable {F : Type*} [NormedAddCommGroup F] [InnerProductSpace ℂ F]

/-- The Rayleigh-Schrödinger equations at all orders for the Hamiltonian `H₀ + λ V`, with
state corrections `ψ k` and real energy corrections `E k`. -/
structure IsRSSeries (H₀ V : F →ₗ[ℂ] F) (ψ : ℕ → F) (E : ℕ → ℝ) : Prop where
  zeroth : H₀ (ψ 0) = (E 0 : ℂ) • ψ 0
  order : ∀ k, H₀ (ψ (k + 1)) + V (ψ k) =
    ∑ j ∈ Finset.range (k + 2), (E (k + 1 - j) : ℂ) • ψ j

variable {H₀ V : F →ₗ[ℂ] F} {ψ : ℕ → F} {E : ℕ → ℝ}

/-- The equation of order `k + 1` projected on an arbitrary bra `x`. -/
theorem project_ket (h : IsRSSeries H₀ V ψ E) (x : F) (k : ℕ) :
    ⟪x, H₀ (ψ (k + 1))⟫_ℂ + ⟪x, V (ψ k)⟫_ℂ =
      ∑ j ∈ Finset.range (k + 1), (E (k + 1 - j) : ℂ) * ⟪x, ψ j⟫_ℂ
        + (E 0 : ℂ) * ⟪x, ψ (k + 1)⟫_ℂ := by
  rw [← inner_add_right, h.order, inner_sum, Finset.sum_range_succ _ (k + 1), Nat.sub_self]
  simp only [inner_smul_right]

/-- The conjugate equation of order `k + 1` projected on an arbitrary ket `x`. -/
theorem project_bra (h : IsRSSeries H₀ V ψ E) (x : F) (k : ℕ) :
    ⟪H₀ (ψ (k + 1)), x⟫_ℂ + ⟪V (ψ k), x⟫_ℂ =
      ∑ j ∈ Finset.range (k + 1), (E (k + 1 - j) : ℂ) * ⟪ψ j, x⟫_ℂ
        + (E 0 : ℂ) * ⟪ψ (k + 1), x⟫_ℂ := by
  rw [← inner_add_left, h.order, sum_inner, Finset.sum_range_succ _ (k + 1), Nat.sub_self]
  simp only [inner_smul_left, Complex.conj_ofReal]

/-- For symmetric `H₀` and `V`, every matrix element of `V` between two state corrections is a
sum of energy corrections times overlaps, whatever the normalisation of the corrections. -/
theorem coupling_eq_sum_overlaps (hH : H₀.IsSymmetric) (hV : V.IsSymmetric)
    (h : IsRSSeries H₀ V ψ E) (n m : ℕ) :
    ⟪ψ n, V (ψ m)⟫_ℂ = ∑ i ∈ Finset.range (n + 1), ∑ j ∈ Finset.range (m + 1),
      (E (n + m + 1 - i - j) : ℂ) * ⟪ψ i, ψ j⟫_ℂ := by
  induction n generalizing m with
  | zero =>
    have hk := project_ket h (ψ 0) m
    -- `H₀` acts to the left on the unperturbed state
    rw [← hH (ψ 0) (ψ (m + 1)), h.zeroth, inner_smul_left, Complex.conj_ofReal] at hk
    rw [Finset.sum_range_one]
    have hs : ∑ j ∈ Finset.range (m + 1), (E (0 + m + 1 - 0 - j) : ℂ) * ⟪ψ 0, ψ j⟫_ℂ =
        ∑ j ∈ Finset.range (m + 1), (E (m + 1 - j) : ℂ) * ⟪ψ 0, ψ j⟫_ℂ := by
      refine Finset.sum_congr rfl fun j _ => ?_
      rw [show 0 + m + 1 - 0 - j = m + 1 - j by omega]
    rw [hs]
    linear_combination hk
  | succ n ih =>
    have hi := ih (m + 1)
    -- split off the last column of one double sum and simplify the last row of the other
    have hL : ∑ i ∈ Finset.range (n + 1), ∑ j ∈ Finset.range (m + 1 + 1),
        (E (n + (m + 1) + 1 - i - j) : ℂ) * ⟪ψ i, ψ j⟫_ℂ =
        ∑ i ∈ Finset.range (n + 1), ∑ j ∈ Finset.range (m + 1),
          (E (n + 1 + m + 1 - i - j) : ℂ) * ⟪ψ i, ψ j⟫_ℂ
        + ∑ i ∈ Finset.range (n + 1), (E (n + 1 - i) : ℂ) * ⟪ψ i, ψ (m + 1)⟫_ℂ := by
      rw [← Finset.sum_add_distrib]
      refine Finset.sum_congr rfl fun i _ => ?_
      rw [Finset.sum_range_succ _ (m + 1),
        show n + (m + 1) + 1 - i - (m + 1) = n + 1 - i by omega,
        show n + (m + 1) + 1 = n + 1 + m + 1 by omega]
    have hR : ∑ j ∈ Finset.range (m + 1),
        (E (n + 1 + m + 1 - (n + 1) - j) : ℂ) * ⟪ψ (n + 1), ψ j⟫_ℂ =
        ∑ j ∈ Finset.range (m + 1), (E (m + 1 - j) : ℂ) * ⟪ψ (n + 1), ψ j⟫_ℂ := by
      refine Finset.sum_congr rfl fun j _ => ?_
      rw [show n + 1 + m + 1 - (n + 1) - j = m + 1 - j by omega]
    rw [hL] at hi
    rw [Finset.sum_range_succ _ (n + 1), hR]
    -- evaluate the matrix element of `H₀` from both sides
    linear_combination project_ket h (ψ (n + 1)) m - project_bra h (ψ (m + 1)) n
      + hH (ψ (n + 1)) (ψ (m + 1)) + hV (ψ n) (ψ (m + 1)) + hi

/-- A sum over the orders `0, …, n` is its zeroth term plus the sum over `1, …, n`. -/
theorem sum_split_zero (f : ℕ → ℂ) (n : ℕ) :
    ∑ i ∈ Finset.range (n + 1), f i = f 0 + ∑ i ∈ Finset.Icc 1 n, f i := by
  induction n with
  | zero => simp
  | succ n ih =>
    rw [Finset.sum_range_succ, ih, Finset.sum_Icc_succ_top (by omega), add_assoc]

/-- General Wigner formula: for symmetric `H₀` and `V` and a unit vector `ψ 0` orthogonal to all
later corrections, the energy of order `n + m + 1` follows from the states up to orders `n` and
`m` and lower energies. -/
theorem wigner_formula (hH : H₀.IsSymmetric) (hV : V.IsSymmetric)
    (h : IsRSSeries H₀ V ψ E) (hnorm : ‖ψ 0‖ = 1)
    (horth : ∀ k, 1 ≤ k → ⟪ψ 0, ψ k⟫_ℂ = 0) (n m : ℕ) :
    (E (n + m + 1) : ℂ) = ⟪ψ n, V (ψ m)⟫_ℂ -
      ∑ i ∈ Finset.Icc 1 n, ∑ j ∈ Finset.Icc 1 m,
        (E (n + m + 1 - i - j) : ℂ) * ⟪ψ i, ψ j⟫_ℂ := by
  have h00 : ⟪ψ 0, ψ 0⟫_ℂ = 1 := by
    rw [inner_self_eq_norm_sq_to_K, hnorm]; simp
  -- the row `i = 0` contributes only the wanted energy
  have h0 : ∑ j ∈ Finset.range (m + 1), (E (n + m + 1 - 0 - j) : ℂ) * ⟪ψ 0, ψ j⟫_ℂ =
      (E (n + m + 1) : ℂ) := by
    rw [sum_split_zero, Finset.sum_eq_zero, h00, mul_one, add_zero, Nat.sub_zero, Nat.sub_zero]
    intro j hj
    rw [horth j (Finset.mem_Icc.mp hj).1, mul_zero]
  -- in the other rows the column `j = 0` vanishes
  have h1 : ∑ i ∈ Finset.Icc 1 n, ∑ j ∈ Finset.range (m + 1),
      (E (n + m + 1 - i - j) : ℂ) * ⟪ψ i, ψ j⟫_ℂ =
      ∑ i ∈ Finset.Icc 1 n, ∑ j ∈ Finset.Icc 1 m,
        (E (n + m + 1 - i - j) : ℂ) * ⟪ψ i, ψ j⟫_ℂ := by
    refine Finset.sum_congr rfl fun i hi => ?_
    rw [sum_split_zero, inner_eq_zero_symm.mp (horth i (Finset.mem_Icc.mp hi).1),
      mul_zero, zero_add]
  rw [coupling_eq_sum_overlaps hH hV h n m, sum_split_zero _ n, h0, h1]
  ring

/-- For symmetric `H₀` and `V`, a Rayleigh-Schrödinger series and a unit vector `ψ 0` orthogonal to
all later corrections, the fourth-order energy follows from the first- and second-order states and
the first two energy corrections. -/
theorem fourth_order_energy (hH : H₀.IsSymmetric) (hV : V.IsSymmetric)
    (h : IsRSSeries H₀ V ψ E) (hnorm : ‖ψ 0‖ = 1)
    (horth : ∀ k, 1 ≤ k → ⟪ψ 0, ψ k⟫_ℂ = 0) :
    (E 4 : ℂ) = ⟪ψ 1, V (ψ 2)⟫_ℂ - E 2 * ⟪ψ 1, ψ 1⟫_ℂ - E 1 * ⟪ψ 1, ψ 2⟫_ℂ := by
  have hw := wigner_formula hH hV h hnorm horth 1 2
  rw [show Finset.Icc 1 1 = {1} by decide, show Finset.Icc 1 2 = {1, 2} by decide,
    Finset.sum_singleton, Finset.sum_pair (by decide)] at hw
  change (E 4 : ℂ) = ⟪ψ 1, V (ψ 2)⟫_ℂ -
    ((E 2 : ℂ) * ⟪ψ 1, ψ 1⟫_ℂ + (E 1 : ℂ) * ⟪ψ 1, ψ 2⟫_ℂ) at hw
  linear_combination hw

/-- The two-level operator with real diagonal entries `a`, `d` and real coupling `b`. -/
def twoLevel (a b d : ℝ) : EuclideanSpace ℂ (Fin 2) →ₗ[ℂ] EuclideanSpace ℂ (Fin 2) where
  toFun x := !₂[a * x 0 + b * x 1, b * x 0 + d * x 1]
  map_add' x y := by ext i; fin_cases i <;> simp <;> ring
  map_smul' c x := by ext i; fin_cases i <;> simp <;> ring

/-- Lower-level amplitude at each order: one at order zero, zero afterwards. -/
def lower : ℕ → ℝ
  | 0 => 1
  | _ + 1 => 0

/-- Upper-level amplitude at each order, given by a quadratic recursion. -/
def upper : ℕ → ℝ
  | 0 => 0
  | k + 1 => -lower k + ∑ i : Fin (k + 1), upper i * upper (k - i)

/-- Energy corrections of the two-level system: zero at order zero, then the upper-level
amplitude of the preceding order. -/
def energy : ℕ → ℝ
  | 0 => 0
  | k + 1 => upper k

/-- State corrections of the two-level system. -/
def state (k : ℕ) : EuclideanSpace ℂ (Fin 2) := !₂[(lower k : ℂ), (upper k : ℂ)]

/-- A linear combination of the two-level state corrections, written in components. -/
theorem sum_state (s : Finset ℕ) (c : ℕ → ℂ) :
    ∑ j ∈ s, c j • state j = !₂[∑ j ∈ s, c j * lower j, ∑ j ∈ s, c j * upper j] := by
  induction s using Finset.induction_on with
  | empty => ext i; fin_cases i <;> simp
  | insert a s ha ih =>
    rw [Finset.sum_insert ha, Finset.sum_insert ha, Finset.sum_insert ha, ih]
    ext i; fin_cases i <;> simp [state]

/-- The two-level system with levels 0 and 1 and unit off-diagonal coupling meets all hypotheses
of the general Wigner formula. -/
theorem wigner_formula_witness :
    (twoLevel 0 0 1).IsSymmetric ∧ (twoLevel 0 1 0).IsSymmetric ∧
    IsRSSeries (twoLevel 0 0 1) (twoLevel 0 1 0) state energy ∧
    ‖state 0‖ = 1 ∧ ∀ k, 1 ≤ k → ⟪state 0, state k⟫_ℂ = 0 := by
  have hu : upper 0 = 0 := by rw [upper]
  have hsym : ∀ a b d : ℝ, (twoLevel a b d).IsSymmetric := by
    intro a b d x y
    simp [twoLevel, PiLp.inner_apply, Fin.sum_univ_two]
    ring
  refine ⟨hsym _ _ _, hsym _ _ _, ⟨?_, fun k => ?_⟩, ?_, fun k hk => ?_⟩
  · ext i; fin_cases i <;> simp [twoLevel, state, energy, hu]
  · have h1 : ∑ j ∈ Finset.range (k + 2), energy (k + 1 - j) * lower j = upper k := by
      rw [Finset.sum_range_succ' _ (k + 1)]
      simp [lower, energy]
    have h2 : ∑ j ∈ Finset.range (k + 2), energy (k + 1 - j) * upper j =
        upper (k + 1) + lower k := by
      have hs : ∑ j ∈ Finset.range (k + 1), energy (k + 1 - j) * upper j =
          ∑ j ∈ Finset.range (k + 1), upper j * upper (k - j) := by
        refine Finset.sum_congr rfl fun j hj => ?_
        have hj' := Finset.mem_range.mp hj
        rw [show k + 1 - j = (k - j) + 1 by omega, energy, mul_comm]
      rw [Finset.sum_range_succ _ (k + 1), hs, Nat.sub_self, energy, upper, Finset.sum_range]
      ring
    have h1c : ∑ j ∈ Finset.range (k + 2), (energy (k + 1 - j) : ℂ) * lower j = upper k := by
      exact_mod_cast h1
    have h2c : ∑ j ∈ Finset.range (k + 2), (energy (k + 1 - j) : ℂ) * upper j =
        upper (k + 1) + lower k := by
      exact_mod_cast h2
    rw [sum_state _ (fun j => (energy (k + 1 - j) : ℂ)), h1c, h2c]
    ext i; fin_cases i <;> simp [twoLevel, state]
  · simp [EuclideanSpace.norm_eq, state, lower, hu, Fin.sum_univ_two]
  · obtain ⟨l, rfl⟩ : ∃ l, k = l + 1 := ⟨k - 1, by omega⟩
    simp [PiLp.inner_apply, Fin.sum_univ_two, state, lower, hu]

end

end WignerGeneralFormula
```

```lean
#print axioms WignerGeneralFormula.wigner_formula
#print axioms WignerGeneralFormula.fourth_order_energy
```

```
'WignerGeneralFormula.wigner_formula' depends on axioms: [propext, Classical.choice, Quot.sound]
'WignerGeneralFormula.fourth_order_energy' depends on axioms: [propext, Classical.choice, Quot.sound]
```

## High-order energies from low-order states

In perturbation theory each new state correction is the solution of a further linear equation, so it is useful to know how many energies the corrections already at hand determine. Projecting the order equations on $\psi_0$ gives $E_{m+1}=\langle\psi_0,V\psi_m\rangle$, which needs the state of order $m$ for the energy of order $m+1$. This is the case $n=0$ of the formula, where the double sum is empty.

From third order on, splits with both $n$ and $m$ nonzero manage with states of lower order. With $n=m$, the states up to order $n$ give $E_{2n+1}$, which is the familiar $2n+1$ rule. The energies in the double sum run from $E_1$ to at most $E_{n+m-1}$, and they follow from the same formula at lower orders.

For a Hamiltonian linear in $\lambda$, as in Møller–Plesset theory, and with the order equations solved exactly in a finite basis, the first-order state therefore gives the energy through third order. The second-order state then adds the fourth and fifth orders.

## The order equations as hypotheses

The space `F` is a complex inner-product space of any dimension, and it need not be complete. `H₀` and `V` are linear maps defined on all of `F`, and `IsSymmetric` says that each can be moved from one side of the inner product to the other, which is Hermiticity in the physicist's sense. Unbounded operators fit if `F` is a subspace that both operators map into itself and that contains every $\psi_k$, including $\psi_0$. The inner product is conjugate-linear in its first argument, like a bra.

The sequences `ψ : ℕ → F` and `E : ℕ → ℝ` hold the coefficients of $\lambda^k$, often written $\psi^{(k)}$ and $E^{(k)}$. The structure `IsRSSeries` contains the equations
$$H_0\psi_0=E_0\psi_0,\qquad H_0\psi_{k+1}+V\psi_k=\sum_{j=0}^{k+1}E_{k+1-j}\,\psi_j\quad(k\ge 0),$$
obtained by comparing powers of $\lambda$ in the eigenvalue equation. $E_0$ may be degenerate, provided that such a series exists.

The conditions `hnorm` and `horth` express intermediate normalisation: the formal state $\sum_k\lambda^k\psi_k$ has overlap 1 with $\psi_0$, so it is not itself a unit vector in general.

The theorem `wigner_formula` is an equation in `ℂ`, with the real energies cast to complex numbers. The right-hand side is therefore real, although its separate terms need not be.

The step left to the user is the link between the formal series and an actual eigenstate. The hypotheses concern coefficients only; that these are the Taylor coefficients of an eigenvalue and eigenvector of $H_0+\lambda V$ has to come from elsewhere.

## Moving one order from the ket to the bra

Project the equation for $\psi_{m+1}$ on $\psi_{n+1}$:
$$\langle\psi_{n+1},H_0\psi_{m+1}\rangle+\langle\psi_{n+1},V\psi_m\rangle=\sum_{j=0}^{m}E_{m+1-j}\langle\psi_{n+1},\psi_j\rangle+E_0\langle\psi_{n+1},\psi_{m+1}\rangle .$$
Then take the equation for $\psi_{n+1}$ as a bra and apply it to $\psi_{m+1}$. The energies are real, so conjugation leaves them alone:
$$\langle H_0\psi_{n+1},\psi_{m+1}\rangle+\langle V\psi_n,\psi_{m+1}\rangle=\sum_{i=0}^{n}E_{n+1-i}\langle\psi_i,\psi_{m+1}\rangle+E_0\langle\psi_{n+1},\psi_{m+1}\rangle .$$
Since $H_0$ and $V$ are Hermitian, subtraction removes the $H_0$ and $E_0$ terms:
$$\langle\psi_{n+1},V\psi_m\rangle=\langle\psi_n,V\psi_{m+1}\rangle+\sum_{j=0}^{m}E_{m+1-j}\langle\psi_{n+1},\psi_j\rangle-\sum_{i=0}^{n}E_{n+1-i}\langle\psi_i,\psi_{m+1}\rangle .$$

This relation drives an induction on $n$ for the identity
$$\langle\psi_n,V\psi_m\rangle=\sum_{i=0}^{n}\sum_{j=0}^{m}E_{n+m+1-i-j}\langle\psi_i,\psi_j\rangle ,$$
which requires no normalisation. For $n=0$, project the equation for $\psi_{m+1}$ on $\psi_0$. The term $\langle\psi_0,H_0\psi_{m+1}\rangle=E_0\langle\psi_0,\psi_{m+1}\rangle$ cancels against the last term on the right, and the identity remains.

For the step, assume the identity for $n$ and all $m$, and use it for the pair $(n,m+1)$. Its double sum consists of the rectangle $0\le i\le n$, $0\le j\le m$, with coefficients $E_{n+m+2-i-j}$, and the column $j=m+1$, with coefficients $E_{n+1-i}$. The relation above subtracts exactly this column and adds the row $i=n+1$, with coefficients $E_{m+1-j}$. The result is the double sum for $(n+1,m)$.

Intermediate normalisation now simplifies the sum. The term $i=j=0$ is $E_{n+m+1}$, because $\langle\psi_0,\psi_0\rangle=1$. Terms with exactly one zero index vanish by orthogonality. What remains is
$$\langle\psi_n,V\psi_m\rangle=E_{n+m+1}+\sum_{i=1}^{n}\sum_{j=1}^{m}E_{n+m+1-i-j}\langle\psi_i,\psi_j\rangle ,$$
and solving for $E_{n+m+1}$ gives Wigner's formula.

## The same steps in Lean

`project_ket` and `project_bra` are the two projected equations, stated for an arbitrary vector `x`, with the $E_0$ term split off from the sum.

`coupling_eq_sum_overlaps` is the identity without normalisation. Its induction is written `generalizing m`, because the step uses the assumption at `m + 1`. The auxiliary equation `hL` separates the last column, and `hR` rewrites the coefficients of the new row. The final `linear_combination` subtracts the bra equation from the ket equation and adds the symmetry of `H₀`, the symmetry of `V` and the induction hypothesis, just as in the derivation above.

`sum_split_zero` separates the index 0 from the indices $1,\dots,n$. In `wigner_formula`, `h0` reduces the row $i=0$ to the wanted energy, and `h1` removes the column $j=0$ from the other rows.

`fourth_order_energy` takes $n=1$, $m=2$ and writes out the two terms of the sum:
$$E_4=\langle\psi_1,V\psi_2\rangle-E_2\langle\psi_1,\psi_1\rangle-E_1\langle\psi_1,\psi_2\rangle .$$

## A two-level system through sixth order

`wigner_formula_witness` shows that a concrete system meets all the hypotheses. In `twoLevel a b d`, the diagonal entries are `a` and `d` and the coupling is `b`, so the example has
$$H_0=\begin{pmatrix}0&0\\0&1\end{pmatrix},\qquad V=\begin{pmatrix}0&1\\1&0\end{pmatrix}.$$
The corrections are $\psi_k=(l_k,u_k)$, where $l_k$ is `lower k` and $u_k$ is `upper k`. Here $l_0=1$, all later $l_k$ are zero, and $u_0=0$. The first component of the order equation gives $E_{k+1}=u_k$, and the second gives the recursion
$$u_{k+1}=-l_k+\sum_{i=0}^{k}u_i\,u_{k-i}.$$
The Lean proof checks these two components as `h1` and `h2`, with `sum_state` writing the sum of vectors in components.

The recursion yields $u_1=-1$, $u_2=0$, $u_3=1$, and so
$$\psi_1=(0,-1),\quad\psi_2=(0,0),\quad\psi_3=(0,1),\quad E_1=0,\quad E_2=-1,\quad E_3=0.$$
The fourth-order formula then gives
$$E_4=0-(-1)\cdot 1-0=1 .$$
The matrix element of $V$ contributes nothing here, and the whole value comes from the overlap term.

For the sixth order take $n=2$, $m=3$. Because $\psi_2=0$, only the terms $(i,j)=(1,1)$ and $(1,3)$ survive:
$$E_6=0-E_4\langle\psi_1,\psi_1\rangle-E_2\langle\psi_1,\psi_3\rangle=-1-(-1)(-1)=-2 .$$
Both values agree with the expansion of the lower eigenvalue of $H_0+\lambda V$,
$$\frac{1-\sqrt{1+4\lambda^2}}{2}=-\lambda^2+\lambda^4-2\lambda^6+\cdots .$$
